# Negative pressure beside a point source in half-plane Stokes flow with a no-slip edge

Put a point contact at the origin on the edge $y=0$ of a viscous fluid filling $y\ge 0$, and set the viscosity to 1. Consider the flow

$$\mathbf v=\frac{y^2\,(x,y)}{(x^2+y^2)^2},\qquad p=\frac{y^2-x^2}{(x^2+y^2)^2}.$$

At $(0,1)$, straight in front of the contact, $p=+1$. At $(1,0)$, on the edge, $p=-1$. Yet the fluid runs radially away from the contact everywhere, including just above the edge. There it moves from very negative pressure towards zero, so it flows uphill. What pushes it, and is this really a solution of the Stokes equations, which describe viscous flow without inertia?

## The faster fluid above drags the edge layer uphill

It is a solution, and the push is viscous drag. Give the flow a strength $k$ and the fluid a viscosity $\eta$, both positive, so that $\mathbf v$ is multiplied by $k$ and $p$ by $\eta k$. Close to the edge, at $x>0$, the velocity along the edge is $v_x\approx k y^2/x^3$. It grows quadratically with height, so each layer is pulled forward by the faster one above it more than it is held back by the slower one below. The net viscous force per area is $2\eta k/x^3$, pointing outwards. In steady flow without inertia a pressure gradient must balance it, so $p$ rises outwards. Since $p$ tends to zero far away, it is negative on the edge: $p(x,0)=-\eta k/x^2$.

In an electron fluid with carrier charge $q$ and density $n$, $p/(nq)$ plays the part of the voltage. For steady, linear flow along a no-slip edge, without momentum loss to the lattice, this gives a negative voltage, relative to far away, beside a contact that injects electric current. That holds for either sign of $q$: if $q<0$, such a contact drains carriers, so $k<0$ and the edge pressure is positive, but dividing by $nq$ makes the voltage negative. The closed form can also serve as a reference solution for a numerical Stokes solver.

### The flow equations by hand

Write $D=x^2+y^2$. For a polynomial $N$ and a coordinate $s$ (either $x$ or $y$),

$$\partial_s\frac{N}{D^{m+1}}=\frac{(\partial_sN)\,D-2(m+1)\,s\,N}{D^{m+2}}.$$

With $m=1$ this gives the velocity gradient:

$$\partial_xv_x=\frac{k(y^4-3x^2y^2)}{D^3},\qquad \partial_yv_x=\frac{k(2x^3y-2xy^3)}{D^3},$$
$$\partial_xv_y=\frac{-4kxy^3}{D^3},\qquad \partial_yv_y=\frac{k(3x^2y^2-y^4)}{D^3}.$$

The first and last entries cancel, so $\nabla\cdot\mathbf v=0$. With $m=2$ the same rule gives

$$\partial_x^2v_x=\frac{k(12x^3y^2-12xy^4)}{D^4},\qquad \partial_y^2v_x=\frac{k(2x^5-16x^3y^2+6xy^4)}{D^4},$$
$$\partial_x^2v_y=\frac{k(20x^2y^3-4y^5)}{D^4},\qquad \partial_y^2v_y=\frac{k(6x^4y-16x^2y^3+2y^5)}{D^4}.$$

In each sum one factor $D$ cancels:

$$\nabla^2v_x=\frac{2kx(x^2-3y^2)}{D^3},\qquad \nabla^2v_y=\frac{2ky(3x^2-y^2)}{D^3}.$$

Differentiating the pressure gives

$$\partial_xp=\frac{\eta k\,[-2xD-4x(y^2-x^2)]}{D^3}=\frac{2\eta kx(x^2-3y^2)}{D^3},$$
$$\partial_yp=\frac{\eta k\,[2yD-4y(y^2-x^2)]}{D^3}=\frac{2\eta ky(3x^2-y^2)}{D^3}.$$

These are $\eta\nabla^2v_x$ and $\eta\nabla^2v_y$, so the Stokes equation $\eta\nabla^2\mathbf v=\nabla p$ holds.

On the edge both velocity components contain a factor $y$ and vanish. The sign of $p$ is that of $y^2-x^2$: for $y>0$ it is negative where $y<|x|$, positive where $|x|<y$, and in particular positive on the axis $x=0$.

To relate $k$ to the injected current, put $x=R\cos\theta$, $y=R\sin\theta$. The outward velocity is $k\sin^2\theta/R$, so the fluid current through a half-circle (for an electron fluid, the electric current divided by $nq$) is

$$I=\int_0^\pi \frac{k\sin^2\theta}{R}\,R\,d\theta=\frac{k\pi}{2},$$

whatever the radius. Hence $p(x,0)\,x^2=-\eta k=-2\eta I/\pi$.

As a numerical instance take $\eta=k=1$ at $(1,2)$, where $D=5$. Then $\mathbf v=(4/25,\,8/25)$ and $p=3/25$. The two terms of the divergence are $4/125$ and $-4/125$. The Laplacian is $(-22/125,\,-4/125)$, and so is the pressure gradient: $(2-24)/125$ and $(12-16)/125$.

### What the Lean theorems say

The functions `vx`, `vy` and `pressure` are the formulas above with general $k$ and $\eta$. `dX` and `dY` are partial derivatives, and `lap` is the sum of the two second derivatives. The hypothesis `x ^ 2 + y ^ 2 ≠ 0` removes the contact point.

The theorem `negative_vicinity_voltage` assumes $\eta>0$ and $k>0$, that is, a viscous fluid and a contact that injects fluid rather than draining it. It has three parts:

- Away from the contact, $\partial_yv_y$ exists and equals $-\partial_xv_x$, and both components of $\nabla p$ exist and equal $\eta$ times the Laplacian of the matching velocity component.
- At every edge point with $x\ne0$, both velocity components are zero and the pressure is negative.
- At every point of the axis $x=0$ with $y>0$, the pressure is positive.

`HasDerivAt` states that a derivative exists and gives its value. This matters because `deriv`, used in `dX` and `lap`, returns zero where there is no derivative; `velocity_gradient` and the proof of `velocity_laplacian` establish the derivatives needed there.

The equations are stated on the whole plane without the origin, which contains the physical half-plane apart from the contact point. At the edge, the derivatives in $y$ are therefore two-sided derivatives of the extended formulas. The additive constant in $p$ is fixed so that $p$ tends to zero at infinity, and "negative" is relative to that level.

Two further theorems describe the sign pattern and the current. `pressure_sign` gives the exact regions of either sign for $y>0$. `edge_pressure_of_current` expresses the edge pressure through `current k R`, the outward flux through a half-circle of radius $R>0$.

The Stokes equation, the no-slip condition and the point-like contact are the model and are not derived from a kinetic equation. Uniqueness of the flow is not addressed, and the translation from pressure to voltage is an interpretation of the formulas.

```lean
import Mathlib

open Real Topology

namespace ViscousVicinityVoltage

noncomputable section

/-- Partial derivative of a planar field along `x`. -/
def dX (f : ℝ → ℝ → ℝ) (x y : ℝ) : ℝ := deriv (fun s => f s y) x

/-- Partial derivative of a planar field along `y`. -/
def dY (f : ℝ → ℝ → ℝ) (x y : ℝ) : ℝ := deriv (fun t => f x t) y

/-- The Laplacian of a planar field. -/
def lap (f : ℝ → ℝ → ℝ) (x y : ℝ) : ℝ := dX (dX f) x y + dY (dY f) x y

/-- Velocity along the edge, for a contact at the origin with strength `k`;
the domain is the plane without the origin. -/
def vx (k x y : ℝ) : ℝ := k * (x * y ^ 2) / (x ^ 2 + y ^ 2) ^ 2

/-- Velocity normal to the edge, for a contact at the origin with strength `k`;
the domain is the plane without the origin. -/
def vy (k x y : ℝ) : ℝ := k * y ^ 3 / (x ^ 2 + y ^ 2) ^ 2

/-- Pressure at viscosity `η` and contact strength `k`;
the domain is the plane without the origin. -/
def pressure (η k x y : ℝ) : ℝ := η * k * (y ^ 2 - x ^ 2) / (x ^ 2 + y ^ 2) ^ 2

/-- Current flowing outwards through the half-circle of radius `R > 0` around the contact. -/
def current (k R : ℝ) : ℝ :=
  ∫ θ in (0 : ℝ)..π, (vx k (R * Real.cos θ) (R * Real.sin θ) * Real.cos θ
    + vy k (R * Real.cos θ) (R * Real.sin θ) * Real.sin θ) * R

/-- Quotient rule along a coordinate line, at a point other than the origin, for a field that, away
from the origin, is a polynomial of degree at most four divided by a positive power of the squared
distance. -/
theorem hasDerivAt_rational {f : ℝ → ℝ} {f' s q : ℝ} (a b c d e : ℝ) (m : ℕ)
    (h : s ^ 2 + q ^ 2 ≠ 0)
    (hf : ∀ t, t ^ 2 + q ^ 2 ≠ 0 →
      f t = (a + b * t + c * t ^ 2 + d * t ^ 3 + e * t ^ 4) / (t ^ 2 + q ^ 2) ^ (m + 1))
    (hf' : f' = ((b + 2 * c * s + 3 * d * s ^ 2 + 4 * e * s ^ 3) * (s ^ 2 + q ^ 2)
      - 2 * (m + 1) * s * (a + b * s + c * s ^ 2 + d * s ^ 3 + e * s ^ 4))
      / (s ^ 2 + q ^ 2) ^ (m + 2)) :
    HasDerivAt f f' s := by
  have h1 := hasDerivAt_id' s
  have hN : HasDerivAt (fun t : ℝ => a + b * t + c * t ^ 2 + d * t ^ 3 + e * t ^ 4)
      (b + 2 * c * s + 3 * d * s ^ 2 + 4 * e * s ^ 3) s :=
    (((((h1.const_mul b).const_add a).fun_add ((h1.fun_pow 2).const_mul c)).fun_add
      ((h1.fun_pow 3).const_mul d)).fun_add ((h1.fun_pow 4).const_mul e)).congr_deriv
      (by norm_num; ring)
  have hD : HasDerivAt (fun t : ℝ => t ^ 2 + q ^ 2) (2 * s) s :=
    ((h1.fun_pow 2).add_const (q ^ 2)).congr_deriv (by norm_num)
  -- the formula for `f` holds in a neighbourhood, which is all a derivative sees
  have near : ∀ᶠ t in 𝓝 s, t ^ 2 + q ^ 2 ≠ 0 := hD.continuousAt.eventually_ne h
  refine ((hN.fun_div (hD.fun_pow (m + 1)) (pow_ne_zero _ h)).congr_of_eventuallyEq
    (near.mono fun t ht => hf t ht)).congr_deriv ?_
  rw [hf', div_eq_div_iff (pow_ne_zero _ (pow_ne_zero _ h)) (pow_ne_zero _ h),
    Nat.add_sub_cancel]
  push_cast
  ring

/-- The four components of the velocity gradient away from the contact. -/
theorem velocity_gradient (k x y : ℝ) (h : x ^ 2 + y ^ 2 ≠ 0) :
    HasDerivAt (fun s => vx k s y)
      (k * (y ^ 4 - 3 * x ^ 2 * y ^ 2) / (x ^ 2 + y ^ 2) ^ 3) x ∧
    HasDerivAt (fun t => vx k x t)
      (k * (2 * x ^ 3 * y - 2 * x * y ^ 3) / (x ^ 2 + y ^ 2) ^ 3) y ∧
    HasDerivAt (fun s => vy k s y) (k * (-4 * x * y ^ 3) / (x ^ 2 + y ^ 2) ^ 3) x ∧
    HasDerivAt (fun t => vy k x t)
      (k * (3 * x ^ 2 * y ^ 2 - y ^ 4) / (x ^ 2 + y ^ 2) ^ 3) y := by
  have h' : y ^ 2 + x ^ 2 ≠ 0 := by rwa [add_comm]
  exact ⟨hasDerivAt_rational 0 (k * y ^ 2) 0 0 0 1 h
      (fun t _ => by simp only [vx]; ring) (by push_cast; ring),
    hasDerivAt_rational 0 0 (k * x) 0 0 1 h'
      (fun t _ => by simp only [vx]; ring) (by push_cast; ring),
    hasDerivAt_rational (k * y ^ 3) 0 0 0 0 1 h
      (fun t _ => by simp only [vy]; ring) (by push_cast; ring),
    hasDerivAt_rational 0 0 0 k 0 1 h'
      (fun t _ => by simp only [vy]; ring) (by push_cast; ring)⟩

/-- The Laplacian of both velocity components away from the contact. -/
theorem velocity_laplacian (k x y : ℝ) (h : x ^ 2 + y ^ 2 ≠ 0) :
    lap (vx k) x y = 2 * k * x * (x ^ 2 - 3 * y ^ 2) / (x ^ 2 + y ^ 2) ^ 3 ∧
    lap (vy k) x y = 2 * k * y * (3 * x ^ 2 - y ^ 2) / (x ^ 2 + y ^ 2) ^ 3 := by
  have h' : y ^ 2 + x ^ 2 ≠ 0 := by rwa [add_comm]
  -- differentiate the velocity gradient once more
  have e1 : HasDerivAt (fun s => dX (vx k) s y)
      (k * (12 * x ^ 3 * y ^ 2 - 12 * x * y ^ 4) / (x ^ 2 + y ^ 2) ^ 4) x :=
    hasDerivAt_rational (k * y ^ 4) 0 (-3 * k * y ^ 2) 0 0 2 h
      (fun t ht => (velocity_gradient k t y ht).1.deriv.trans (by ring)) (by push_cast; ring)
  have e2 : HasDerivAt (fun t => dY (vx k) x t)
      (k * (2 * x ^ 5 - 16 * x ^ 3 * y ^ 2 + 6 * x * y ^ 4) / (x ^ 2 + y ^ 2) ^ 4) y :=
    hasDerivAt_rational 0 (2 * k * x ^ 3) 0 (-2 * k * x) 0 2 h'
      (fun t ht => (velocity_gradient k x t (by rwa [add_comm])).2.1.deriv.trans (by ring))
      (by push_cast; ring)
  have e3 : HasDerivAt (fun s => dX (vy k) s y)
      (k * (20 * x ^ 2 * y ^ 3 - 4 * y ^ 5) / (x ^ 2 + y ^ 2) ^ 4) x :=
    hasDerivAt_rational 0 (-4 * k * y ^ 3) 0 0 0 2 h
      (fun t ht => (velocity_gradient k t y ht).2.2.1.deriv.trans (by ring))
      (by push_cast; ring)
  have e4 : HasDerivAt (fun t => dY (vy k) x t)
      (k * (6 * x ^ 4 * y - 16 * x ^ 2 * y ^ 3 + 2 * y ^ 5) / (x ^ 2 + y ^ 2) ^ 4) y :=
    hasDerivAt_rational 0 0 (3 * k * x ^ 2) 0 (-k) 2 h'
      (fun t ht => (velocity_gradient k x t (by rwa [add_comm])).2.2.2.deriv.trans (by ring))
      (by push_cast; ring)
  constructor
  · refine (congrArg₂ (· + ·) e1.deriv e2.deriv).trans ?_
    rw [← add_div, div_eq_div_iff (pow_ne_zero _ h) (pow_ne_zero _ h)]
    ring
  · refine (congrArg₂ (· + ·) e3.deriv e4.deriv).trans ?_
    rw [← add_div, div_eq_div_iff (pow_ne_zero _ h) (pow_ne_zero _ h)]
    ring

/-- Incompressibility away from the contact: `∂v_y/∂y` exists and equals `-∂v_x/∂x`. -/
theorem continuity (k x y : ℝ) (h : x ^ 2 + y ^ 2 ≠ 0) :
    HasDerivAt (fun t => vy k x t) (-dX (vx k) x y) y := by
  have e : dX (vx k) x y = _ := (velocity_gradient k x y h).1.deriv
  rw [e]
  exact (velocity_gradient k x y h).2.2.2.congr_deriv (by ring)

/-- Stokes equation away from the contact: the pressure gradient exists and equals the
viscosity times the Laplacian of the velocity. -/
theorem stokes (η k x y : ℝ) (h : x ^ 2 + y ^ 2 ≠ 0) :
    HasDerivAt (fun s => pressure η k s y) (η * lap (vx k) x y) x ∧
    HasDerivAt (fun t => pressure η k x t) (η * lap (vy k) x y) y := by
  have h' : y ^ 2 + x ^ 2 ≠ 0 := by rwa [add_comm]
  rw [(velocity_laplacian k x y h).1, (velocity_laplacian k x y h).2]
  exact ⟨hasDerivAt_rational (η * k * y ^ 2) 0 (-(η * k)) 0 0 1 h
      (fun t _ => by simp only [pressure]; ring) (by push_cast; ring),
    hasDerivAt_rational (-(η * k * x ^ 2)) 0 (η * k) 0 0 1 h'
      (fun t _ => by simp only [pressure]; ring) (by push_cast; ring)⟩

/-- The current through a half-circle around the contact is `kπ/2` for every radius `R > 0`. -/
theorem current_eq (k : ℝ) {R : ℝ} (hR : 0 < R) : current k R = k * π / 2 := by
  have hR4 : R ^ 4 / (R ^ 2) ^ 2 = 1 := by
    rw [← pow_mul]
    exact div_self (pow_ne_zero _ hR.ne')
  -- the radial flux density is `k sin² θ`
  have key : ∀ θ : ℝ, (vx k (R * Real.cos θ) (R * Real.sin θ) * Real.cos θ
      + vy k (R * Real.cos θ) (R * Real.sin θ) * Real.sin θ) * R = k * Real.sin θ ^ 2 := by
    intro θ
    have hc := Real.sin_sq_add_cos_sq θ
    have hD : (R * Real.cos θ) ^ 2 + (R * Real.sin θ) ^ 2 = R ^ 2 := by
      linear_combination R ^ 2 * hc
    simp only [vx, vy]
    rw [hD]
    linear_combination k * Real.sin θ ^ 2 * (Real.sin θ ^ 2 + Real.cos θ ^ 2) * hR4
      + k * Real.sin θ ^ 2 * hc
  simp only [current, key]
  rw [intervalIntegral.integral_const_mul, integral_sin_sq, Real.sin_zero, Real.sin_pi]
  ring

/-- Inside the half-plane `y > 0`, for positive viscosity and strength, the pressure is negative
exactly where `y < |x|` and positive exactly where `|x| < y`. -/
theorem pressure_sign {η k y : ℝ} (hη : 0 < η) (hk : 0 < k) (x : ℝ) (hy : 0 < y) :
    (pressure η k x y < 0 ↔ y < |x|) ∧ (0 < pressure η k x y ↔ |x| < y) := by
  have hD : 0 < (x ^ 2 + y ^ 2) ^ 2 := by positivity
  have hc : 0 < η * k := mul_pos hη hk
  have e1 : y < |x| ↔ y ^ 2 < x ^ 2 := by rw [sq_lt_sq, abs_of_pos hy]
  have e2 : |x| < y ↔ x ^ 2 < y ^ 2 := by rw [sq_lt_sq, abs_of_pos hy]
  rw [e1, e2, pressure, div_lt_iff₀ hD, lt_div_iff₀ hD, zero_mul]
  refine ⟨⟨fun hh => ?_, fun hh => ?_⟩, ⟨fun hh => ?_, fun hh => ?_⟩⟩
  · by_contra hn
    have := mul_nonneg hc.le (sub_nonneg.2 (not_lt.1 hn))
    linarith
  · have := mul_pos hc (sub_pos.2 hh)
    linarith
  · by_contra hn
    have := mul_nonneg hc.le (sub_nonneg.2 (not_lt.1 hn))
    linarith
  · exact mul_pos hc (sub_pos.2 hh)

/-- For positive viscosity and strength, the flow is incompressible and obeys the Stokes equation
away from the contact. At every edge point other than the contact the velocity vanishes and the
pressure is negative, while the pressure is positive on the axis `x = 0`, `y > 0`. -/
theorem negative_vicinity_voltage {η k : ℝ} (hη : 0 < η) (hk : 0 < k) :
    (∀ x y : ℝ, x ^ 2 + y ^ 2 ≠ 0 →
      HasDerivAt (fun t => vy k x t) (-dX (vx k) x y) y ∧
      HasDerivAt (fun s => pressure η k s y) (η * lap (vx k) x y) x ∧
      HasDerivAt (fun t => pressure η k x t) (η * lap (vy k) x y) y) ∧
    (∀ x : ℝ, x ≠ 0 → vx k x 0 = 0 ∧ vy k x 0 = 0 ∧ pressure η k x 0 < 0) ∧
    (∀ y : ℝ, 0 < y → 0 < pressure η k 0 y) := by
  refine ⟨fun x y h => ⟨continuity k x y h, stokes η k x y h⟩, fun x hx => ?_, fun y hy => ?_⟩
  · refine ⟨by simp [vx], by simp [vy], ?_⟩
    have hx2 : 0 < x ^ 2 := by positivity
    have := mul_pos (mul_pos hη hk) hx2
    exact div_neg_of_neg_of_pos (by linarith) (by positivity)
  · exact (pressure_sign hη hk 0 hy).2.2 (by simpa using hy)

/-- On the edge away from the contact, the pressure times the squared distance is `-2η/π` times
the current through any half-circle of radius `R > 0`. -/
theorem edge_pressure_of_current (η k : ℝ) {x R : ℝ} (hx : x ≠ 0) (hR : 0 < R) :
    pressure η k x 0 * x ^ 2 = -(2 * η / π * current k R) := by
  have h1 : pressure η k x 0 * x ^ 2 = -(η * k) := by
    simp only [pressure]
    rw [show x ^ 2 + (0 : ℝ) ^ 2 = x ^ 2 by ring, div_mul_eq_mul_div,
      div_eq_iff (by positivity)]
    ring
  have h2 : 2 * η / π * (k * π / 2) = η * k := by
    have := Real.pi_ne_zero
    field_simp
  rw [h1, current_eq k hR, h2]

end

end ViscousVicinityVoltage
```

```lean
#print axioms ViscousVicinityVoltage.negative_vicinity_voltage
#print axioms ViscousVicinityVoltage.edge_pressure_of_current
```

```
'ViscousVicinityVoltage.negative_vicinity_voltage' depends on axioms: [propext, Classical.choice, Quot.sound]
'ViscousVicinityVoltage.edge_pressure_of_current' depends on axioms: [propext, Classical.choice, Quot.sound]
```

### How Lean carries out the differentiation

`hasDerivAt_rational` is the quotient rule above. The moving coordinate is `s`, the fixed one is `q`, and `a` to `e` are the coefficients of a polynomial of degree at most four. The function only has to agree with the quotient away from the origin. The step `near` shows by continuity that this includes a neighbourhood of `s`, and `congr_of_eventuallyEq` transfers the derivative.

`velocity_gradient` applies the rule four times with `m = 1`, reading off the coefficients of each component; `ring` checks the algebra. `velocity_laplacian` applies it with `m = 2` to the first derivatives, whose formulas come from `velocity_gradient`. The statements `e1` to `e4` are the four second derivatives in the order listed above. Adding them in pairs and cross-multiplying with `div_eq_div_iff` replaces the cancellation of $D$.

`continuity` compares two entries of the gradient. `stokes` inserts the closed form of the Laplacian and differentiates the pressure with the same quotient rule.

In `current_eq`, the step `key` reduces the integrand to $k\sin^2\theta$ using $\sin^2\theta+\cos^2\theta=1$, and `integral_sin_sq` evaluates the integral. `pressure_sign` turns the comparison of $y$ with $|x|$ into one of squares through `sq_lt_sq`, then uses that $\eta k$ and the denominator are positive.

The main theorem combines `continuity` and `stokes`, evaluates the fields at $y=0$, and takes the axis from `pressure_sign` at $x=0$. In `edge_pressure_of_current`, `h1` computes $p(x,0)\,x^2=-\eta k$, and `h2` rewrites $\eta k$ in terms of the current.
